# In one dimension, fixing the end potentials adds only a constant and a linear ramp to an equal-ended Poisson solution

A self-consistent transport calculation at finite bias uses the electrostatic potential φ between two electrodes held at potentials A and B, while a Fourier-based Poisson solver returns a potential p with equal values at the two ends of the cell. The two potentials are compared here for the same charge density. The cell is the interval [0, L] with L > 0, x runs along the transport direction, and both potentials satisfy Poisson's equation at every point, ends included. For φ it reads

φ''(x) = −ρ(x).

The symbol ρ stands for the charge density divided by the permittivity, which is taken to be uniform across the cell. With φ(0) = A, φ(L) = B and p(0) = p(L), the result is

φ(x) = p(x) + A − p(0) + (B − A)x/L for 0 ≤ x ≤ L.

It bears on the electrostatic step of electronic-structure transport calculations, for a one-dimensional potential at a given charge density.

In Lean 4 with Mathlib:

```lean
import Mathlib

open Set

namespace BiasRampPoisson

/-- The potential `φ` solves Poisson's equation `φ'' = -ρ` at every point of the cell `[0, L]`. -/
def SolvesPoisson (L : ℝ) (ρ φ : ℝ → ℝ) : Prop :=
  ∃ F : ℝ → ℝ, ∀ x ∈ Icc 0 L, HasDerivAt φ (F x) x ∧ HasDerivAt F (-ρ x) x
```

In `SolvesPoisson`, the function `F` is, on the cell, the slope φ', which is minus the electric field. `HasDerivAt` is a two-sided derivative, so at x = 0 and x = L it also looks at values just outside the cell, although the equation is imposed only inside. A potential known only on the cell can be continued by its tangent lines at the two ends, and `F` separately by its own, since outside the cell `F` need not be the slope of φ.

The corrected potential has its own definition, with `p` as the periodic part:

```lean
/-- The potential `p` shifted by `A - p 0` and tilted by the linear ramp `(B - A) x / L`,
for `L ≠ 0`. -/
noncomputable def withRamp (L A B : ℝ) (p : ℝ → ℝ) (x : ℝ) : ℝ :=
  p x + (A - p 0) + (B - A) * x / L
```

The examples of failure given below are elementary calculations that accompany the checked theorems.

## A smooth charge density shared by both potentials

Physically, p and φ describe the same charges under different boundary conditions. Their difference d = φ − p therefore sees no charge:

d'' = −ρ − (−ρ) = 0.

A function whose derivative vanishes on the whole cell is constant there. The first lemma proves this, and the second forms the source-free difference by subtracting the potentials and their slopes.

```lean
/-- A quantity whose derivative vanishes throughout the cell keeps its value at the left end. -/
theorem eq_left_of_deriv_zero {L : ℝ} {f : ℝ → ℝ} (h : ∀ x ∈ Icc 0 L, HasDerivAt f 0 x)
    {x : ℝ} (hx : x ∈ Icc 0 L) : f x = f 0 := by
  rcases eq_or_lt_of_le hx.1 with h0 | h0
  · rw [← h0]
  · have hcont : ContinuousOn f (Icc 0 x) := fun y hy =>
      (h y ⟨hy.1, hy.2.trans hx.2⟩).continuousAt.continuousWithinAt
    -- mean value theorem on `[0, x]`
    obtain ⟨c, _, hc⟩ := exists_hasDerivAt_eq_slope f (fun _ : ℝ => (0 : ℝ)) h0 hcont
      (fun y hy => h y ⟨hy.1.le, hy.2.le.trans hx.2⟩)
    have hne : x - 0 ≠ 0 := sub_ne_zero.2 h0.ne'
    rw [eq_div_iff hne, zero_mul] at hc
    exact sub_eq_zero.1 hc.symm

/-- Two potentials of the same charge density differ by a source-free potential. -/
theorem SolvesPoisson.sub {L : ℝ} {ρ φ p : ℝ → ℝ} (hφ : SolvesPoisson L ρ φ)
    (hp : SolvesPoisson L ρ p) : SolvesPoisson L (fun _ => 0) (fun x => φ x - p x) := by
  obtain ⟨F, hF⟩ := hφ
  obtain ⟨G, hG⟩ := hp
  refine ⟨fun x => F x - G x, fun x hx => ⟨(hF x hx).1.fun_sub (hG x hx).1, ?_⟩⟩
  refine ((hF x hx).2.fun_sub (hG x hx).2).congr_deriv ?_
  change -ρ x - -ρ x = -(0 : ℝ)
  rw [sub_self, neg_zero]
```

The device that carries the argument is Mathlib's mean value theorem, `exists_hasDerivAt_eq_slope`. For x > 0 it supplies a point c between 0 and x at which the derivative equals the average slope:

f'(c) = (f(x) − f(0))/(x − 0).

The lemma passes it the zero function as the derivative, so the left side is 0 and f(x) = f(0). The theorem needs a nonempty open interval, which is why x = 0 is treated separately. It asks for derivatives only between 0 and x, which suits a potential whose equation is known only in the cell.

If the densities differ, the formula can fail. Suppose that the solver has removed a uniform background ρ₀, so that p'' = −(ρ − ρ₀). Then the true φ exceeds the formula by

ρ₀x(L − x)/2,

a parabola that vanishes at both ends and that no ramp can imitate.

Requiring the equation at every point also excludes an ideal charge sheet, where the slope jumps. With p = 0 and ρ = 0, the function |x − L/2| − L/2 satisfies the equation everywhere except at the midplane and vanishes at both ends, yet it is not zero. It carries a sheet that p lacks. If both potentials contained the same sheet, the jumps in slope would cancel in φ − p and the formula would still hold, although the theorem below does not cover that case.

## A cell of positive length

L is the distance over which the potential difference is spread. Since d'' = 0, the slope d' has a constant value s. Then d − sx has zero derivative, so

d(x) = d(0) + sx.

Setting x = L gives s = (d(L) − d(0))/L, hence

d(x) = d(0) + (d(L) − d(0))x/L.

```lean
/-- On a cell of length `L > 0`, a source-free potential interpolates linearly between its end
values. -/
theorem laplace_linear {L : ℝ} {d : ℝ → ℝ} (hL : 0 < L)
    (hd : SolvesPoisson L (fun _ => 0) d) {x : ℝ} (hx : x ∈ Icc 0 L) :
    d x = d 0 + (d L - d 0) * x / L := by
  obtain ⟨F, hF⟩ := hd
  -- the slope is constant
  have hF0 : ∀ z ∈ Icc 0 L, HasDerivAt F 0 z := fun z hz =>
    (hF z hz).2.congr_deriv neg_zero
  -- hence the potential is linear
  have hg : ∀ z ∈ Icc 0 L, HasDerivAt (fun w => d w - F 0 * w) 0 z := by
    intro z hz
    have h1 : HasDerivAt (fun w : ℝ => F 0 * w) (F 0 * 1) z :=
      (hasDerivAt_id' z).const_mul (F 0)
    refine ((hF z hz).1.fun_sub h1).congr_deriv ?_
    rw [eq_left_of_deriv_zero hF0 hz, mul_one, sub_self]
  have hlin : ∀ y ∈ Icc 0 L, d y = d 0 + F 0 * y := by
    intro y hy
    have h : d y - F 0 * y = d 0 - F 0 * 0 := eq_left_of_deriv_zero hg hy
    linear_combination h
  have hs : (d L - d 0) * x / L = F 0 * x := by
    rw [div_eq_iff hL.ne', hlin L ⟨hL.le, le_rfl⟩]
    ring
  rw [hs]
  exact hlin x hx
```

The proof applies the constancy lemma twice: `hF0` makes the slope constant, and `hg` does the same for d minus its linear part. The value `F 0` plays the role of s, and `hs` identifies it from the end values, dividing by L.

At L = 0 both electrodes would sit at the same point, and no potential could take the values A ≠ B there. That is where the converse below would fail.

## Equal end values for p, prescribed ones for φ

The condition p(0) = p(L) is the part of periodicity that the derivation uses. Equality of the end slopes, which full periodicity of a smooth potential would add and which requires a neutral cell, is not assumed. The conditions φ(0) = A and φ(L) = B say that the potential joins the values set by the two electrodes.

They enter when the end values of d are inserted:

d(0) = A − p(0),

d(L) = B − p(L) = B − p(0).

The p-terms cancel in the difference, so d(L) − d(0) = B − A. Adding p to the linear d gives the formula.

```lean
/-- Let `p` and `φ` solve Poisson's equation for the same charge density on a cell of length
`L > 0`, with `p 0 = p L`. Then, on the cell, `φ` is `p` plus the constant `φ 0 - p 0` plus a linear
ramp that carries the whole potential difference `φ L - φ 0`. -/
theorem bias_ramp {L A B : ℝ} {ρ φ p : ℝ → ℝ} (hL : 0 < L) (hp : SolvesPoisson L ρ p)
    (hper : p 0 = p L) (hφ : SolvesPoisson L ρ φ) (hA : φ 0 = A) (hB : φ L = B)
    {x : ℝ} (hx : x ∈ Icc 0 L) : φ x = withRamp L A B p x := by
  -- the difference from `p` is source-free, hence linear
  have h : φ x - p x = (φ 0 - p 0) + ((φ L - p L) - (φ 0 - p 0)) * x / L :=
    laplace_linear hL (hφ.sub hp) hx
  rw [hA, hB, ← hper] at h
  unfold withRamp
  linear_combination h
```

In words, `bias_ramp` says that any φ with these end values and the same density as p equals `withRamp L A B p` at every point of the cell. The proof applies `laplace_linear` to φ − p, and its rewriting with `hA`, `hB` and `← hper` is the insertion of end values just made.

If p(0) ≠ p(L), the formula overshoots φ by

(p(L) − p(0))x/L,

because p already carries part of the potential difference. If B is left open, the slope of the ramp is undetermined; if A is left open as well, so is the constant.

The converse starts from p and constructs the potential with the required end values. Differentiating the formula gives

φ' = p' + (B − A)/L,

φ'' = p'' = −ρ.

At x = 0 the terms in p cancel and leave A. At x = L, equality of the end values of p leaves A + (B − A) = B.

```lean
/-- Conversely, if `p` solves Poisson's equation on a cell of length `L > 0` and `p 0 = p L`, the
ramp-corrected potential solves it for the same charge density and has end values `A` and `B`. -/
theorem withRamp_solves {L : ℝ} (A B : ℝ) {ρ p : ℝ → ℝ} (hL : 0 < L)
    (hp : SolvesPoisson L ρ p) (hper : p 0 = p L) :
    SolvesPoisson L ρ (withRamp L A B p) ∧ withRamp L A B p 0 = A ∧ withRamp L A B p L = B := by
  obtain ⟨F, hF⟩ := hp
  refine ⟨⟨fun x => F x + (B - A) / L, fun x hx => ⟨?_, ?_⟩⟩, ?_, ?_⟩
  · -- the ramp adds a constant to the slope
    change HasDerivAt (fun y => p y + (A - p 0) + (B - A) * y / L) (F x + (B - A) / L) x
    have h1 : HasDerivAt (fun y : ℝ => (B - A) * y / L) ((B - A) * 1 / L) x :=
      ((hasDerivAt_id' x).const_mul (B - A)).div_const L
    refine (((hF x hx).1.fun_add (hasDerivAt_const x (A - p 0))).fun_add h1).congr_deriv ?_
    rw [add_zero, mul_one]
  · -- and nothing to the curvature
    exact ((hF x hx).2.fun_add (hasDerivAt_const x ((B - A) / L))).congr_deriv (add_zero _)
  · unfold withRamp
    ring
  · unfold withRamp
    rw [← hper, mul_div_assoc, div_self hL.ne']
    ring
```

The first two branches of the proof of `withRamp_solves` are these two derivatives, and the last two are the end values. Together with `bias_ramp`, this shows that for a given p the ramp-corrected potential is the only solution on the cell with end values A and B. The solution p itself is supplied as a hypothesis.

## One slope for every equal-ended part

The split into a periodic part and a ramp might seem to depend on the solver's choice of p. Suppose that φ = q + c + sx on the cell, where q is any function with q(0) = q(L), and c and s are constants. Subtracting the end values gives

φ(L) − φ(0) = sL.

```lean
/-- If a potential on a cell of length `L > 0` is a function with equal end values plus a constant
plus a linear ramp, the slope of the ramp is the total potential difference divided by `L`. -/
theorem ramp_slope_unique {L c s : ℝ} {φ q : ℝ → ℝ} (hL : 0 < L) (hq : q 0 = q L)
    (h : ∀ x ∈ Icc 0 L, φ x = q x + c + s * x) : s = (φ L - φ 0) / L := by
  rw [eq_div_iff hL.ne', h L ⟨hL.le, le_rfl⟩, h 0 ⟨le_rfl, hL.le⟩, hq]
  ring

end BiasRampPoisson
```

```lean
#print axioms BiasRampPoisson.bias_ramp
#print axioms BiasRampPoisson.withRamp_solves
#print axioms BiasRampPoisson.ramp_slope_unique
```

```
'BiasRampPoisson.bias_ramp' depends on axioms: [propext, Classical.choice, Quot.sound]
'BiasRampPoisson.withRamp_solves' depends on axioms: [propext, Classical.choice, Quot.sound]
'BiasRampPoisson.ramp_slope_unique' depends on axioms: [propext, Classical.choice, Quot.sound]
```

No Poisson equation is needed for `ramp_slope_unique`. The constant c does depend on q, since c = φ(0) − q(0), so a shift in the solver's zero of potential is absorbed there. Without equal end values for q, any part of the ramp could be moved into q and the slope would lose its meaning.

## The ramp in a self-consistent cycle

In one iteration of a nonequilibrium Green's function calculation, the latest electron density and the ionic charge give ρ. A Fourier solver divides each Fourier component of ρ with nonzero wavenumber by the square of that wavenumber and sets the zero component of the potential to zero, which yields p for a neutral cell.

Take L = 20 Å, A = 0.5 V, B = −0.5 V and p(0) = 0.12 V. The constant is 0.38 V and the slope of the ramp is −0.05 V/Å. At the middle of the cell, φ is therefore p − 0.12 V. This potential, multiplied by the electron charge, enters the Hamiltonian that produces the next density.

The ramp is not the final voltage profile. The charge rearranges under bias, and p changes with it, so the change in φ caused by the bias can be nearly flat in metallic regions and steep across the junction.

One step left open between this model and a real device is the variation parallel to the electrode planes. The one-dimensional equation governs the average over each plane in a laterally periodic cell with uniform permittivity; adding the ramp to the full three-dimensional potential leaves the lateral components with the solver's periodic boundary values, which need not be those of the electrodes.
